# The static s-wave tail of a neighbouring site contains every angular momentum on a sphere about the central site that avoids the neighbour

If the tail that a neighbouring site sends to a central site stopped at some angular momentum, a cutoff beyond that point would lose nothing. A calculation that relies on this treats a truncated tail as exact and misses the remainder. The problems below show that the remainder is always there for one neighbour with a static s-wave tail. When a muffin-tin orbital calculation expands such a zero-energy tail about the central site and cuts the expansion off at a finite angular momentum, the result is therefore an approximation to the tail itself.

```lean
import Mathlib

open Polynomial

namespace StaticTailPartialWaves

noncomputable section
```

Put the central site at the origin and the neighbour on the polar axis at signed position $R$. On the sphere of radius $r$ about the origin, write $t=\cos\theta$ and

$$D(t)=R^2+r^2-2Rrt,\qquad g(t)=\frac{1}{\sqrt{D(t)}}.$$

Here $D$ is the squared distance to the neighbour, and $g$ is a decaying s-wave solution of Laplace's equation centred there, which is what "static" means: zero kinetic energy between the sites. In Lean, $g$ is `tail R r`, with all three arguments real.

```lean
/-- The static s-wave tail (inverse distance) of a neighbour at signed position `R` on the axis,
on the sphere of radius `r` about the central site, as a function of `t = cos θ`.
Its domain is `R ^ 2 + r ^ 2 - 2 * R * r * t > 0`. -/
def tail (R r t : ℝ) : ℝ := (Real.sqrt (R ^ 2 + r ^ 2 - 2 * R * r * t))⁻¹
```

The projection on angular momentum $l$ is

$$A_l(R,r)=\int_{-1}^{1} g(t)\,\frac{d^l}{dt^l}(t^2-1)^l\,dt .$$

In `partialWave`, `derivative^[l]` is the $l$-fold derivative of a polynomial and `.eval t` is its value at $t$. The Legendre polynomial $P_l$ is this derivative divided by $2^l\,l!$, so the projection on $P_l$ is $A_l/(2^l\,l!)$, with the same sign as $A_l$. Only $m=0$ occurs, because the tail is symmetric about the axis.

```lean
/-- The unnormalised projection of the tail on angular momentum `l`, with the Legendre
polynomial in Rodrigues form, the `l`-th derivative of `(t ^ 2 - 1) ^ l`. -/
def partialWave (l : ℕ) (R r : ℝ) : ℝ :=
  ∫ t in (-1 : ℝ)..1, tail R r t * (derivative^[l] ((X ^ 2 - 1 : ℝ[X]) ^ l)).eval t
```

One more family of functions is needed from part (c) on. With $c_k=\prod_{j=0}^{k-1}(2j+1)$ and $c_0=1$, let $g_k=c_k\,(Rr)^k\,g^{2k+1}$, which is `tailDeriv R r k`.

```lean
/-- The expression `1 · 3 ⋯ (2k - 1) (R r) ^ k` times the power `2k + 1` of the tail,
on the same domain as the tail. -/
def tailDeriv (R r : ℝ) (k : ℕ) (t : ℝ) : ℝ :=
  (∏ j ∈ Finset.range k, (2 * (j : ℝ) + 1)) * (R * r) ^ k * tail R r t ^ (2 * k + 1)
```

The condition $R^2\neq r^2$, used throughout, says that the neighbour does not lie on the sphere, where its tail would diverge. Muffin-tin spheres have $0<r<R$, but $r>R$ is allowed too. The size of the truncation error and its effect on the energies from a secular equation are separate questions.

## (a) Distance from the neighbour to the sphere

**Task.** Let $R^2\ne r^2$. Show that $D(t)>0$ for all $t\in[-1,1]$.

**Solution.** The squared distance interpolates between its values at the two poles:

$$D(t)=\tfrac{1+t}{2}(R-r)^2+\tfrac{1-t}{2}(R+r)^2 .$$

Both squares are positive, since $R^2-r^2=(R-r)(R+r)\neq0$. The weights are non-negative and add up to 1, so the sum is positive.

In Lean, `h1` and `h2` are the two squares. The split on the sign of $t$ tells `nlinarith` which weight is strictly positive.

```lean
/-- The squared distance from the neighbour to any point of the sphere is positive
when the neighbour does not lie on the sphere. -/
theorem distance_sq_pos {R r t : ℝ} (h : R ^ 2 ≠ r ^ 2) (ht : t ∈ Set.Icc (-1 : ℝ) 1) :
    0 < R ^ 2 + r ^ 2 - 2 * R * r * t := by
  have h1 : 0 < (R - r) ^ 2 := by
    refine sq_pos_of_ne_zero fun e => h ?_
    linear_combination (R + r) * e
  have h2 : 0 < (R + r) ^ 2 := by
    refine sq_pos_of_ne_zero fun e => h ?_
    linear_combination (R - r) * e
  obtain ⟨ha, hb⟩ := ht
  -- the squared distance interpolates between its values at the two poles
  rcases le_total 0 t with h0 | h0
  · nlinarith [mul_pos (by linarith : 0 < 1 + t) h1,
      mul_nonneg (by linarith : 0 ≤ 1 - t) h2.le]
  · nlinarith [mul_nonneg (by linarith : 0 ≤ 1 + t) h1.le,
      mul_pos (by linarith : 0 < 1 - t) h2]
```

## (b) Slope of the tail

**Task.** Under the same condition, show that $g'(t)=Rr\,g(t)^3$ on $[-1,1]$.

**Solution.** Since $D'=-2Rr$, the chain rule gives

$$g'=-\tfrac12 D^{-3/2}\cdot(-2Rr)=Rr\,D^{-3/2}=Rr\,g^3 .$$

`HasDerivAt` states a two-sided derivative, also at $t=\pm1$; this is sound because $D$ stays positive slightly beyond the poles. The proof differentiates $D$ (`hu`), then the square root, then the inverse, and `field_simp` matches the two forms.

```lean
/-- On a sphere that avoids the neighbour, the derivative of the tail with respect to `cos θ` is `R
r` times its cube. -/
theorem tail_hasDerivAt {R r t : ℝ} (h : R ^ 2 ≠ r ^ 2) (ht : t ∈ Set.Icc (-1 : ℝ) 1) :
    HasDerivAt (tail R r) (R * r * tail R r t ^ 3) t := by
  have hpos := distance_sq_pos h ht
  have hs := (Real.sqrt_pos.2 hpos).ne'
  have hu : HasDerivAt (fun s : ℝ => R ^ 2 + r ^ 2 - 2 * R * r * s) (-(2 * R * r)) t :=
    (((hasDerivAt_id' t).const_mul (2 * R * r)).const_sub (R ^ 2 + r ^ 2)).congr_deriv (by ring)
  refine ((hu.sqrt hpos.ne').inv hs).congr_deriv ?_
  simp only [tail]
  field_simp
```

## (c) Higher derivatives

**Task.** Show that $g_k'=g_{k+1}$ on $[-1,1]$ for every $k\ge0$.

**Solution.** By part (b),

$$g_k'=c_k(Rr)^k(2k+1)\,g^{2k}\cdot Rr\,g^3=c_{k+1}(Rr)^{k+1}g^{2k+3}=g_{k+1}.$$

As $g_0=g$, the function $g_k$ is the $k$-th derivative of the tail.

The Lean proof applies the power rule to part (b). `Finset.prod_range_succ` splits off the factor $2k+1$ that turns $c_k$ into $c_{k+1}$.

```lean
/-- On a sphere that avoids the neighbour, each function `tailDeriv R r k` has the next one as its
derivative in `cos θ`. -/
theorem tailDeriv_hasDerivAt {R r t : ℝ} (h : R ^ 2 ≠ r ^ 2) (k : ℕ)
    (ht : t ∈ Set.Icc (-1 : ℝ) 1) :
    HasDerivAt (tailDeriv R r k) (tailDeriv R r (k + 1) t) t := by
  refine (((tail_hasDerivAt h ht).fun_pow (2 * k + 1)).const_mul
    ((∏ j ∈ Finset.range k, (2 * (j : ℝ) + 1)) * (R * r) ^ k)).congr_deriv ?_
  simp only [tailDeriv, Finset.prod_range_succ, Nat.add_sub_cancel]
  push_cast
  ring
```

## (d) Moving derivatives between factors

**Task.** Let $F_k'=F_{k+1}$ on $[-1,1]$ for all $k$, and let $p$ be a polynomial with $p^{(i)}(\pm1)=0$ for all $i<j$. Show that

$$\int_{-1}^1F_0\,p^{(j)}\,dt=(-1)^j\int_{-1}^1F_j\,p\,dt .$$

**Solution.** Use induction on $j$. For $j=0$ both sides agree. For $j+1$, integrate by parts once:

$$\int_{-1}^1F_0\,p^{(j+1)}dt=\Big[F_0\,p^{(j)}\Big]_{-1}^{1}-\int_{-1}^1F_1\,p^{(j)}dt .$$

The boundary term is zero. The induction hypothesis for the shifted family $F_1,F_2,\dots$ turns the last integral into $(-1)^j\int F_{j+1}\,p\,dt$, and the minus sign completes $(-1)^{j+1}$.

The Lean statement quantifies over `F` inside the induction, which makes the shift possible. `parts` is the single integration by parts and `next` is the induction hypothesis for the shifted family.

```lean
/-- Repeated integration by parts: if the derivatives of `p` below order `j` vanish at both
poles, `j` derivatives move from `p` to the other factor with the sign `(-1) ^ j`. -/
theorem integral_by_parts_iterate (p : ℝ[X]) (j : ℕ) : ∀ F : ℕ → ℝ → ℝ,
    (∀ k, ∀ t ∈ Set.Icc (-1 : ℝ) 1, HasDerivAt (F k) (F (k + 1) t) t) →
    (∀ i < j, (derivative^[i] p).eval 1 = 0 ∧ (derivative^[i] p).eval (-1) = 0) →
    ∫ t in (-1 : ℝ)..1, F 0 t * (derivative^[j] p).eval t =
      (-1) ^ j * ∫ t in (-1 : ℝ)..1, F j t * p.eval t := by
  have huI : Set.uIcc (-1 : ℝ) 1 = Set.Icc (-1) 1 := Set.uIcc_of_le (by norm_num)
  induction j with
  | zero => intro F _ _; simp
  | succ j ih =>
    intro F hF hp
    have hc : ContinuousOn (F 1) (Set.uIcc (-1 : ℝ) 1) := by
      rw [huI]
      exact fun t ht => (hF 1 t ht).continuousAt.continuousWithinAt
    have parts := intervalIntegral.integral_mul_deriv_eq_deriv_mul (a := (-1 : ℝ)) (b := 1)
      (u := F 0) (u' := F 1) (v := fun t => (derivative^[j] p).eval t)
      (v' := fun t => (derivative (derivative^[j] p)).eval t)
      (fun t ht => hF 0 t (by rwa [huI] at ht))
      (fun t _ => Polynomial.hasDerivAt _ t)
      hc.intervalIntegrable ((Polynomial.continuous _).intervalIntegrable _ _)
    -- the boundary terms vanish
    simp only [(hp j (by omega)).1, (hp j (by omega)).2] at parts
    have next := ih (fun k => F (k + 1)) (fun k => hF (k + 1)) (fun i hi => hp i (by omega))
    simp only [zero_add] at next
    rw [Function.iterate_succ_apply', parts, next, pow_succ]
    ring
```

## (e) An exact formula for the projection

**Task.** For $R^2\neq r^2$ and every $l\ge0$, show that

$$A_l(R,r)=c_l\,(Rr)^l\int_{-1}^1(1-t^2)^l\,g(t)^{2l+1}\,dt .$$

**Solution.** Take $p=(t^2-1)^l$. For $i<l$, the derivative $p^{(i)}$ still contains the factor $(t^2-1)^{l-i}$, so it vanishes at $t=\pm1$. Part (d) with $F_k=g_k$ and $j=l$ gives

$$A_l=(-1)^l\int_{-1}^1g_l\,(t^2-1)^l\,dt=\int_{-1}^1g_l\,(1-t^2)^l\,dt,$$

and inserting $g_l$ gives the formula.

`hb` holds the vanishing boundary values, `key` is part (d), and `hsign` absorbs $(-1)^l$ into the weight.

```lean
/-- The projection on angular momentum `l` equals `1 · 3 ⋯ (2l - 1) (R r) ^ l` times the
integral of `(1 - t ^ 2) ^ l` against the power `2l + 1` of the tail. -/
theorem partialWave_eq {R r : ℝ} (h : R ^ 2 ≠ r ^ 2) (l : ℕ) :
    partialWave l R r = (∏ j ∈ Finset.range l, (2 * (j : ℝ) + 1)) * (R * r) ^ l *
      ∫ t in (-1 : ℝ)..1, (1 - t ^ 2) ^ l * tail R r t ^ (2 * l + 1) := by
  have hb : ∀ i < l, (derivative^[i] ((X ^ 2 - 1 : ℝ[X]) ^ l)).eval 1 = 0 ∧
      (derivative^[i] ((X ^ 2 - 1 : ℝ[X]) ^ l)).eval (-1) = 0 := by
    intro i hi
    -- a factor `X ^ 2 - 1` survives fewer than `l` derivatives
    obtain ⟨q, hq⟩ := pow_sub_dvd_iterate_derivative_pow (X ^ 2 - 1 : ℝ[X]) l i
    have hz : l - i ≠ 0 := by omega
    rw [hq]
    constructor <;> simp [zero_pow hz]
  have key := integral_by_parts_iterate _ l (tailDeriv R r)
    (fun k t ht => tailDeriv_hasDerivAt h k ht) hb
  have h0 : ∀ t, tailDeriv R r 0 t = tail R r t := fun t => by simp [tailDeriv]
  simp only [h0] at key
  have hsign : ∀ t : ℝ, (1 - t ^ 2) ^ l = (-1) ^ l * (t ^ 2 - 1) ^ l := fun t => by
    rw [← mul_pow]
    congr 1
    ring
  rw [partialWave, key, ← intervalIntegral.integral_const_mul,
    ← intervalIntegral.integral_const_mul]
  refine intervalIntegral.integral_congr fun t _ => ?_
  simp only [tailDeriv, eval_pow, eval_sub, eval_X, eval_one, hsign]
  ring
```

## (f) Sign of the weighted integral

**Task.** For $R^2\neq r^2$, show that

$$\int_{-1}^1(1-t^2)^l\,g(t)^{2l+1}\,dt>0 .$$

**Solution.** For $-1<t<1$ we have $1-t^2>0$, and $g(t)>0$ by part (a). The integrand is continuous on $[-1,1]$ and positive inside, so its integral is positive.

The proof supplies these same two facts, continuity and interior positivity, to `intervalIntegral_pos_of_pos_on`.

```lean
/-- When the neighbour does not lie on the sphere, the integral over `[-1, 1]` of `(1 - t ^ 2) ^ l`
against the power `2l + 1` of the tail is positive. -/
theorem weighted_integral_pos {R r : ℝ} (h : R ^ 2 ≠ r ^ 2) (l : ℕ) :
    0 < ∫ t in (-1 : ℝ)..1, (1 - t ^ 2) ^ l * tail R r t ^ (2 * l + 1) := by
  have hc : ContinuousOn (tail R r) (Set.uIcc (-1 : ℝ) 1) := by
    rw [Set.uIcc_of_le (by norm_num)]
    exact fun t ht => (tail_hasDerivAt h ht).continuousAt.continuousWithinAt
  have hw : Continuous fun t : ℝ => (1 - t ^ 2) ^ l := by fun_prop
  refine intervalIntegral.intervalIntegral_pos_of_pos_on
    (hw.continuousOn.mul (hc.pow _)).intervalIntegrable (fun t ht => ?_) (by norm_num)
  have hd := distance_sq_pos h (Set.Ioo_subset_Icc_self ht)
  exact mul_pos (pow_pos (by nlinarith [ht.1, ht.2]) _)
    (pow_pos (inv_pos.2 (Real.sqrt_pos.2 hd)) _)
```

## (g) Every angular momentum is present

**Task.** Let $R,r>0$ and $r\neq R$. Show that $A_l(R,r)>0$ for every $l\geq0$.

**Solution.** In the formula of part (e), $c_l$ is a product of positive odd numbers, $(Rr)^l>0$, and the integral is positive by part (f).

In Lean, `hP` and `hI` are the first and last of these factors. For positive lengths, $r\ne R$ gives $R^2\ne r^2$, which is `h`.

```lean
/-- The static tail of a neighbour at position `R > 0` on the axis has a strictly positive
projection on every angular momentum `l`, on every sphere of radius `r ≠ R` about the central site.
-/
theorem partialWave_pos {R r : ℝ} (hR : 0 < R) (hr : 0 < r) (hne : r ≠ R) (l : ℕ) :
    0 < partialWave l R r := by
  have h : R ^ 2 ≠ r ^ 2 := fun e => hne ((sq_eq_sq₀ hr.le hR.le).1 e.symm)
  rw [partialWave_eq h]
  have hI := weighted_integral_pos h l
  have hP : 0 < ∏ j ∈ Finset.range l, (2 * (j : ℝ) + 1) :=
    Finset.prod_pos fun j _ => by positivity
  exact mul_pos (mul_pos hP (pow_pos (mul_pos hR hr) l)) hI
```

## (h) A neighbour on the opposite side

**Task.** Keep the polar axis and move the neighbour to $-R$, again with $R,r>0$ and $r\neq R$. Show that $(-1)^lA_l(-R,r)>0$.

**Solution.** Part (e) now contains $(-Rr)^l=(-1)^l(Rr)^l$. Multiplying by $(-1)^l$ leaves $c_l(Rr)^l$ times the integral for position $-R$, which is positive by part (f). The projections are thus non-zero and alternate in sign.

`hs` is the cancellation of the two signs.

```lean
/-- For a neighbour on the opposite side of the central site, the projection on angular
momentum `l` is nonzero with the sign `(-1) ^ l`. -/
theorem partialWave_opposite {R r : ℝ} (hR : 0 < R) (hr : 0 < r) (hne : r ≠ R) (l : ℕ) :
    0 < (-1) ^ l * partialWave l (-R) r := by
  have h : (-R) ^ 2 ≠ r ^ 2 := fun e =>
    hne ((sq_eq_sq₀ hr.le hR.le).1 (by linear_combination -e))
  have hI := weighted_integral_pos h l
  have hP : 0 < ∏ j ∈ Finset.range l, (2 * (j : ℝ) + 1) :=
    Finset.prod_pos fun j _ => by positivity
  have hs : (-1 : ℝ) ^ l * (-R * r) ^ l = (R * r) ^ l := by
    rw [← mul_pow]
    congr 1
    ring
  rw [partialWave_eq h]
  calc 0 < _ := mul_pos (mul_pos hP (pow_pos (mul_pos hR hr) l)) hI
    _ = _ := by rw [← hs]; ring
```

## (i) No finite cutoff reproduces the tail

**Task.** Let $R,r>0$ and $r\ne R$, and let $q$ be any real polynomial. Show that $g(t)\neq q(t)$ for some $t\in[-1,1]$.

**Solution.** Suppose $g=q$ on all of $[-1,1]$. Then $q(t)^2D(t)=1$ there. Both sides are polynomials that agree at infinitely many points, so they agree for every real $t$. At $t_*=(R^2+r^2)/(2Rr)$, however, $D(t_*)=0$, and the identity reads $0=1$.

A finite sum of Legendre polynomials is a polynomial in $\cos\theta$, so no such sum equals the tail on the whole sphere, whatever its coefficients.

In Lean, `e` is the polynomial identity, obtained from `eq_of_infinite_eval_eq`, and `e'` is its value at $t_*$. By part (a), $t_*$ lies outside $[-1,1]$, which is why the identity must first be extended beyond the sphere.

```lean
/-- No polynomial in `cos θ`, of whatever degree, equals the static tail on the whole sphere. -/
theorem tail_ne_polynomial {R r : ℝ} (hR : 0 < R) (hr : 0 < r) (hne : r ≠ R) (q : ℝ[X]) :
    ∃ t ∈ Set.Icc (-1 : ℝ) 1, tail R r t ≠ q.eval t := by
  have h : R ^ 2 ≠ r ^ 2 := fun e => hne ((sq_eq_sq₀ hr.le hR.le).1 e.symm)
  by_contra! hc
  -- squaring the tail would give a polynomial identity
  have e : q ^ 2 * (C (R ^ 2 + r ^ 2) - C (2 * R * r) * X) = 1 := by
    refine eq_of_infinite_eval_eq _ _
      ((Set.Icc_infinite (by norm_num : (-1 : ℝ) < 1)).mono fun t ht => ?_)
    have hd := distance_sq_pos h ht
    simp only [Set.mem_ofPred_eq, eval_mul, eval_pow, eval_sub, eval_C, eval_X, eval_one]
    rw [← hc t ht, tail, inv_pow, Real.sq_sqrt hd.le]
    exact inv_mul_cancel₀ hd.ne'
  -- which fails at the zero of the linear factor
  have hz : R ^ 2 + r ^ 2 - 2 * R * r * ((R ^ 2 + r ^ 2) / (2 * R * r)) = 0 :=
    sub_eq_zero.2 (by field_simp)
  have e' := congrArg (eval ((R ^ 2 + r ^ 2) / (2 * R * r))) e
  simp only [eval_mul, eval_pow, eval_sub, eval_C, eval_X, eval_one] at e'
  rw [hz, mul_zero] at e'
  exact zero_ne_one e'

end

end StaticTailPartialWaves
```

```lean
#print axioms StaticTailPartialWaves.partialWave_pos
#print axioms StaticTailPartialWaves.partialWave_opposite
#print axioms StaticTailPartialWaves.tail_ne_polynomial
```

```
'StaticTailPartialWaves.partialWave_pos' depends on axioms: [propext, Classical.choice, Quot.sound]
'StaticTailPartialWaves.partialWave_opposite' depends on axioms: [propext, Classical.choice, Quot.sound]
'StaticTailPartialWaves.tail_ne_polynomial' depends on axioms: [propext, Classical.choice, Quot.sound]
```
